# A real symmetric Hamiltonian's transcorrelated energy in a fixed real state is stationary at zero diagonal correlator

The declaration `energy_stationary` concerns a real symmetric matrix H over a finite index set, a fixed real vector φ, and a correlator τ that is diagonal in the same basis. It says that the transcorrelated energy ⟨φ, exp(−τ) H exp(τ) φ⟩, as a function of τ, has Fréchet derivative zero at τ = 0. The vector φ need not be an eigenvector of H, nor normalised; the expression is the expectation value when φ has unit norm, and otherwise that value times ⟨φ, φ⟩. The attempt writes the energy as a double sum of terms φ_i φ_j H_ij cosh(τ_i − τ_j), shows by the chain rule that each has zero derivative at the origin, because the slope of cosh vanishes there, and adds them up.

This version doesn't compile in Lean 4 with Mathlib:

```lean
import Mathlib

open Matrix

namespace EnergyStationary

noncomputable section

variable {n : Type*} [Fintype n] [DecidableEq n]

/-- The transcorrelated Hamiltonian `exp(-τ) H exp(τ)` for a diagonal correlator `τ`. -/
def transcorrelated (H : Matrix n n ℝ) (τ : n → ℝ) : Matrix n n ℝ :=
  NormedSpace.exp (-diagonal τ) * H * NormedSpace.exp (diagonal τ)

/-- The transcorrelated energy `⟨φ, exp(-τ) H exp(τ) φ⟩` of a real vector `φ`,
which is not required to be normalised. -/
def energy (H : Matrix n n ℝ) (φ τ : n → ℝ) : ℝ :=
  φ ⬝ᵥ (transcorrelated H τ *ᵥ φ)

/-- The exponential of a diagonal correlator is diagonal, with entries `exp(τ_i)`. -/
theorem exp_correlator (τ : n → ℝ) :
    NormedSpace.exp (diagonal τ) = diagonal (fun i => Real.exp (τ i)) := by
  rw [Matrix.exp_diagonal]
  congr 1
  funext i
  simp [Real.exp_eq_exp_ℝ]

/-- The correlator rescales the matrix element `H_ij` by `exp(τ_j - τ_i)`. -/
theorem transcorrelated_apply (H : Matrix n n ℝ) (τ : n → ℝ) (i j : n) :
    transcorrelated H τ i j = H i j * Real.exp (τ j - τ i) := by
  have hneg : -diagonal τ = diagonal (-τ) := by
    ext a b
    by_cases h : a = b <;> simp [h]
  unfold transcorrelated
  rw [hneg, exp_correlator, exp_correlator, Matrix.mul_diagonal, Matrix.diagonal_mul,
    Pi.neg_apply, sub_eq_add_neg, Real.exp_add]
  ring

/-- For symmetric `H` the transcorrelated energy is `∑ φ_i φ_j H_ij cosh(τ_i - τ_j)`. -/
theorem energy_eq_sum_cosh {H : Matrix n n ℝ} (hH : H.IsSymm) (φ τ : n → ℝ) :
    energy H φ τ = ∑ i, ∑ j, φ i * φ j * H i j * Real.cosh (τ i - τ j) := by
  have h1 : energy H φ τ = ∑ i, ∑ j, φ i * φ j * H i j * Real.exp (τ j - τ i) := by
    simp only [energy, dotProduct, Matrix.mulVec, transcorrelated_apply, Finset.mul_sum]
    refine Finset.sum_congr rfl fun i _ => Finset.sum_congr rfl fun j _ => ?_
    ring
  -- exchanging the two sites reverses the exponent
  have h2 : energy H φ τ = ∑ i, ∑ j, φ i * φ j * H i j * Real.exp (τ i - τ j) := by
    rw [h1, Finset.sum_comm]
    refine Finset.sum_congr rfl fun i _ => Finset.sum_congr rfl fun j _ => ?_
    rw [hH.apply i j]
    ring
  have h3 : 2 * (∑ i, ∑ j, φ i * φ j * H i j * Real.cosh (τ i - τ j)) =
      (∑ i, ∑ j, φ i * φ j * H i j * Real.exp (τ j - τ i)) +
      ∑ i, ∑ j, φ i * φ j * H i j * Real.exp (τ i - τ j) := by
    simp only [Finset.mul_sum, ← Finset.sum_add_distrib]
    refine Finset.sum_congr rfl fun i _ => Finset.sum_congr rfl fun j _ => ?_
    rw [Real.cosh_eq, neg_sub]
    ring
  linarith

/-- For symmetric `H` and every `φ`, the energy is stationary at `τ = 0` with respect to
all variations of the correlator. -/
theorem energy_stationary {H : Matrix n n ℝ} (hH : H.IsSymm) (φ : n → ℝ) :
    HasFDerivAt (energy H φ) (0 : (n → ℝ) →L[ℝ] ℝ) 0 := by
  have h : ∀ i j, HasFDerivAt (fun τ : n → ℝ => φ i * φ j * H i j * Real.cosh (τ i - τ j))
      (0 : (n → ℝ) →L[ℝ] ℝ) 0 := by
    intro i j
    have hd : HasFDerivAt (fun τ : n → ℝ => τ i - τ j)
        (ContinuousLinearMap.proj i - ContinuousLinearMap.proj j : (n → ℝ) →L[ℝ] ℝ) 0 :=
      (ContinuousLinearMap.proj i - ContinuousLinearMap.proj j : (n → ℝ) →L[ℝ] ℝ).hasFDerivAt
    -- the slope of cosh vanishes at the origin
    have hc : HasDerivAt (fun x => φ i * φ j * H i j * Real.cosh x) 0
        ((0 : n → ℝ) i - (0 : n → ℝ) j) := by
      simpa using (Real.hasDerivAt_cosh 0).const_mul (φ i * φ j * H i j)
    exact (hc.comp_hasFDerivAt (0 : n → ℝ) hd).congr_fderiv (zero_smul _ _)
  have he : energy H φ = fun τ => ∑ i, ∑ j, φ i * φ j * H i j * Real.cosh (τ i - τ j) :=
    funext (energy_eq_sum_cosh hH φ)
  rw [he]
  have hs := HasFDerivAt.fun_sum (u := Finset.univ) fun i _ =>
    HasFDerivAt.fun_sum (u := Finset.univ) fun j _ => h i j
  exact hs.congr_fderiv (by simp)

end

end EnergyStationary
```

The compiler's answer:

```
Main.lean:70:6: error: Type mismatch
  ContinuousLinearMap.hasFDerivAt (ContinuousLinearMap.proj i - ContinuousLinearMap.proj j)
has type
  HasFDerivAt (⇑(ContinuousLinearMap.proj i - ContinuousLinearMap.proj j))
    (ContinuousLinearMap.proj i - ContinuousLinearMap.proj j) ?m.166
but is expected to have type
  HasFDerivAt (fun τ => τ i - τ j) (ContinuousLinearMap.proj i - ContinuousLinearMap.proj j) 0
```

The mended proof, as a diff:

```diff
@@ -66,12 +66,10 @@
       (0 : (n → ℝ) →L[ℝ] ℝ) 0 := by
     intro i j
-    have hd : HasFDerivAt (fun τ : n → ℝ => τ i - τ j)
-        (ContinuousLinearMap.proj i - ContinuousLinearMap.proj j : (n → ℝ) →L[ℝ] ℝ) 0 :=
-      (ContinuousLinearMap.proj i - ContinuousLinearMap.proj j : (n → ℝ) →L[ℝ] ℝ).hasFDerivAt
+    have hd : DifferentiableAt ℝ (fun τ : n → ℝ => τ i - τ j) 0 := by fun_prop
     -- the slope of cosh vanishes at the origin
     have hc : HasDerivAt (fun x => φ i * φ j * H i j * Real.cosh x) 0
         ((0 : n → ℝ) i - (0 : n → ℝ) j) := by
       simpa using (Real.hasDerivAt_cosh 0).const_mul (φ i * φ j * H i j)
-    exact (hc.comp_hasFDerivAt (0 : n → ℝ) hd).congr_fderiv (zero_smul _ _)
+    exact (hc.comp_hasFDerivAt (0 : n → ℝ) hd.hasFDerivAt).congr_fderiv (zero_smul _ _)
   have he : energy H φ = fun τ => ∑ i, ∑ j, φ i * φ j * H i j * Real.cosh (τ i - τ j) :=
     funext (energy_eq_sum_cosh hH φ)
```

What went wrong. The error is in `hd`, the derivative of the inner function `fun τ => τ i - τ j`. The term supplied proves a derivative for the difference of two projections, a continuous linear map coerced to a function. The two functions agree at every τ, but `hd` is stated for the explicit lambda, and Lean did not unify the two forms when checking the term, hence the type mismatch. The derivative itself, `proj i - proj j`, is the same in both types.

The repair makes `hd` say only that the lambda is differentiable at 0, which `fun_prop` proves for the function as written, so no coerced map has to be matched with it. In the last line of the chain-rule step, `hd.hasFDerivAt` then supplies a derivative of that same lambda, namely its `fderiv` at 0. The explicit formula for this derivative is not needed: the chain rule multiplies it by the outer slope, which `hc` shows to be 0, and `zero_smul` turns the product into the zero map whatever the inner derivative is.
